# The permanent of a two-mode overlap matrix as a single sum over occupations

**Q:** I put $n$ bosons into two modes, say photons with two polarisations in one spatial mode. Ket particle $j$ has amplitudes $(v_j,z_j)$, and bra particle $i$ has amplitudes $(u_i,w_i)$. The overlap of the two unnormalised states made by creation operators is the permanent of the one-particle overlaps $u_iv_j+w_iz_j$, a sum of $n!$ terms. You say it collapses to $n+1$ terms, but your file mentions no bosons. Where is the physics?

**A:** In the matrix. The file starts from the permanent; that it equals the boson overlap is second quantisation, which I take as given. The particles are labelled by a finite type `ι`, with $n$ = `Fintype.card ι`, and the amplitudes lie in any commutative ring `R`.

```lean
import Mathlib

open Polynomial
open scoped Nat ComplexConjugate

namespace RankTwoPermanent

noncomputable section

variable {ι R : Type*} [Fintype ι] [DecidableEq ι] [CommRing R]

/-- The matrix of one-particle overlaps `u i * v j + w i * z j` between bras with mode
amplitudes `(u i, w i)` and kets with mode amplitudes `(v j, z j)`. -/
def overlapMatrix (u w v z : ι → R) : Matrix ι ι R :=
  Matrix.of fun i j => u i * v j + w i * z j
```

**Q:** There is no complex conjugation in that matrix.

**A:** The numbers $u_i,w_i$ are the bra components, already conjugated if they came from a ket. The general identity needs no conjugation, so it holds over any commutative ring. The occupations enter through
$$\prod_i(u_it+w_i)=\sum_k p_kt^k,\qquad \prod_i(v_it+z_i)=\sum_k q_kt^k .$$

```lean
/-- The generating polynomial `∏ i, (u i * t + w i)` of the mode occupations. -/
def modePoly {ι : Type*} [Fintype ι] (u w : ι → R) : R[X] :=
  ∏ i, (C (u i) * X + C (w i))
```

**Q:** Why should a polynomial coefficient know about occupations?

**A:** Put the particles of a subset $S$ in the first mode and the rest in the second. The product amplitude is
$$A_{u,w}(S)=\prod_{i\in S}u_i\prod_{i\notin S}w_i .$$

```lean
/-- The product amplitude with the particles of `S` in the first mode and all others in the
second. -/
def amplitude {A : Type*} [CommRing A] (u w : ι → A) (S : Finset ι) : A :=
  ∏ i, if i ∈ S then u i else w i
```

Multiplying out a product of sums means choosing one term from each factor, so $\prod_i(f_i+g_i)=\sum_S A_{f,g}(S)$. The Lean proof takes Mathlib's expansion over subsets and matches the factors inside and outside $S$.

```lean
/-- A product of two-mode sums is the sum of the amplitudes of all assignments of particles
to modes. -/
theorem prod_add_eq_sum_amplitude {A : Type*} [CommRing A] (f g : ι → A) :
    ∏ i, (f i + g i) = ∑ S : Finset ι, amplitude f g S := by
  rw [Finset.prod_add, Finset.powerset_univ]
  refine Finset.sum_congr rfl fun S _ => ?_
  unfold amplitude
  rw [← Finset.prod_mul_prod_compl S (fun i => if i ∈ S then f i else g i),
    ← Finset.compl_eq_univ_sdiff]
  congr 1
  · exact Finset.prod_congr rfl fun i hi => by simp [hi]
  · exact Finset.prod_congr rfl fun i hi => by simp [Finset.mem_compl.mp hi]
```

Now set $f_i=u_it$ and $g_i=w_i$. Each particle in the first mode contributes one power of $t$, so $A_{f,g}(S)=A_{u,w}(S)\,t^{|S|}$ and
$$p_k=\sum_{|S|=k}A_{u,w}(S).$$
The proof does the same inside the polynomial ring, applying `amplitude` with `A` equal to `R[X]`.

```lean
/-- The coefficient of `t ^ k` is the total amplitude for `k` particles in the first mode. -/
theorem modePoly_coeff (u w : ι → R) (k : ℕ) :
    (modePoly u w).coeff k = ∑ S : Finset ι with S.card = k, amplitude u w S := by
  unfold modePoly
  rw [prod_add_eq_sum_amplitude (fun i => C (u i) * X) (fun i => C (w i)),
    Polynomial.finsetSum_coeff, Finset.sum_filter]
  refine Finset.sum_congr rfl fun S _ => ?_
  -- each particle in the first mode contributes one power of `t`
  have h : amplitude (fun i => C (u i) * X) (fun i => C (w i)) S
      = C (amplitude u w S) * X ^ S.card := by
    have hX : (X : R[X]) ^ S.card = ∏ i, if i ∈ S then X else 1 := by
      simp [Finset.prod_ite_mem]
    unfold amplitude
    rw [hX, map_prod, ← Finset.prod_mul_distrib]
    refine Finset.prod_congr rfl fun i _ => ?_
    split_ifs <;> simp
  rw [h, Polynomial.coeff_C_mul_X_pow]
  by_cases hk : S.card = k
  · simp [hk]
  · simp [hk, Ne.symm hk]
```

**Q:** That is still a sum over many subsets. Where is the speed?

**A:** You never list them. Multiplying by one more linear factor updates the coefficients: with $p'_k$ for the particles other than particle 0,
$$p_{k+1}=u_0\,p'_k+w_0\,p'_{k+1},$$
while $p_0$ is the product of all $w_i$. Adding particles one at a time takes a number of ring operations of order $n^2$. The theorem states the recursion, not the operation count.

```lean
/-- Adding one particle updates the coefficients of positive degree in the generating polynomial by
a two-term recursion. -/
theorem modePoly_coeff_succ {n : ℕ} (u w : Fin (n + 1) → R) (k : ℕ) :
    (modePoly u w).coeff (k + 1)
      = u 0 * (modePoly (fun i : Fin n => u i.succ) (fun i => w i.succ)).coeff k
      + w 0 * (modePoly (fun i : Fin n => u i.succ) (fun i => w i.succ)).coeff (k + 1) := by
  unfold modePoly
  rw [Fin.prod_univ_succ, add_mul, mul_assoc, Polynomial.coeff_add, Polynomial.coeff_C_mul,
    Polynomial.coeff_C_mul, Polynomial.coeff_X_mul]
```

**Q:** The final sum should pair $p_k$ with $q_k$, with some weight. I would expect $k!(n-k)!$, the squared norm of $(c_1^\dagger)^k(c_2^\dagger)^{n-k}|0\rangle$, where $c_1^\dagger$ and $c_2^\dagger$ create a boson in the first and second mode.

**A:** It is the same number, obtained here by counting. Fix $S$ with $|S|=k$ and let $N$ be the number of permutations carrying $S$ to a given $T$ of size $k$. If a permutation $\tau$ carries $T'$ to $T$, then $\sigma\mapsto\tau\sigma$ matches the permutations sending $S$ to $T'$ with those sending $S$ to $T$, so $N$ does not depend on the target. There are $\binom nk$ targets, hence
$$n!=\binom nk N,\qquad N=k!(n-k)! .$$
In the proof, `hconst` is the independence, with $\tau$ built by extending a bijection between the two sets; `hN` counts the targets, and `hsum` sorts all permutations by the image of $S$.

```lean
/-- For two sets `S` and `T` of `k` particles out of `n`, exactly `k! (n - k)!` permutations
carry `S` to `T`. -/
theorem card_perm_image_eq {S T : Finset ι} (h : T.card = S.card) :
    (Finset.univ.filter fun σ : Equiv.Perm ι => S.image σ = T).card
      = (S.card)! * (Fintype.card ι - S.card)! := by
  -- the count is the same for every target of the right size
  have hconst : ∀ T' ∈ Finset.univ.filter (fun T' : Finset ι => T'.card = S.card),
      (Finset.univ.filter fun σ : Equiv.Perm ι => S.image σ = T').card
        = (Finset.univ.filter fun σ : Equiv.Perm ι => S.image σ = T).card := by
    intro T' hT'
    have hc : T'.card = T.card := by rw [(Finset.mem_filter.mp hT').2, h]
    obtain ⟨τ, hτ⟩ : ∃ τ : Equiv.Perm ι, T'.image τ = T := by
      refine ⟨(Finset.equivOfCardEq hc).extendSubtype, ?_⟩
      apply Finset.eq_of_subset_of_card_le
      · intro x hx
        obtain ⟨y, hy, rfl⟩ := Finset.mem_image.mp hx
        exact Equiv.extendSubtype_mem _ y hy
      · rw [Finset.card_image_of_injective _ (Equiv.injective _), hc]
    refine Finset.card_equiv (Equiv.mulLeft τ) fun σ => ?_
    simp only [Finset.mem_filter, Finset.mem_univ, true_and, Equiv.coe_mulLeft,
      Equiv.Perm.coe_mul]
    rw [← Finset.image_image, ← hτ]
    exact (Finset.image_injective τ.injective).eq_iff.symm
  have hN : (Finset.univ.filter (fun T' : Finset ι => T'.card = S.card)).card
      = (Fintype.card ι).choose S.card := by
    have : Finset.univ.filter (fun T' : Finset ι => T'.card = S.card)
        = Finset.powersetCard S.card Finset.univ := by
      ext T'
      simp [Finset.mem_powersetCard]
    rw [this, Finset.card_powersetCard, Finset.card_univ]
  -- count all permutations by the image of `S`
  have hsum : (Finset.univ : Finset (Equiv.Perm ι)).card
      = ∑ T' ∈ Finset.univ.filter (fun T' : Finset ι => T'.card = S.card),
        (Finset.univ.filter fun σ : Equiv.Perm ι => S.image σ = T').card :=
    Finset.card_eq_sum_card_fiberwise fun σ _ => by
      simp [Finset.card_image_of_injective _ σ.injective]
  rw [Finset.sum_congr rfl hconst, Finset.sum_const, smul_eq_mul, Finset.card_univ,
    Fintype.card_perm, hN] at hsum
  have hle := S.card_le_univ
  have hf := Nat.choose_mul_factorial_mul_factorial hle
  exact Nat.eq_of_mul_eq_mul_left (Nat.choose_pos hle) (by rw [← hsum, ← mul_assoc, hf])
```

Summing amplitudes over permutations therefore visits every $T$ of size $k$ exactly $k!(n-k)!$ times:
$$\sum_\sigma A_{u,w}(\sigma(S))=k!(n-k)!\sum_{|T|=k}A_{u,w}(T)=k!(n-k)!\,p_k .$$

```lean
/-- Summing an amplitude over all permutations of the particles gives `k! (n - k)!` times the
coefficient of `t ^ k`, where `k` is the number of particles in the first mode. -/
theorem sum_perm_amplitude (u w : ι → R) (S : Finset ι) :
    ∑ σ : Equiv.Perm ι, amplitude u w (S.image σ)
      = (((S.card)! * (Fintype.card ι - S.card)! : ℕ) : R) * (modePoly u w).coeff S.card := by
  rw [modePoly_coeff, Finset.mul_sum, ← Finset.sum_fiberwise_of_maps_to
    (t := Finset.univ.filter (fun T : Finset ι => T.card = S.card))
    (g := fun σ : Equiv.Perm ι => S.image σ)
    (fun σ _ => by simp [Finset.card_image_of_injective _ σ.injective])]
  refine Finset.sum_congr rfl fun T hT => ?_
  rw [← card_perm_image_eq (Finset.mem_filter.mp hT).2, ← nsmul_eq_mul, ← Finset.sum_const]
  exact Finset.sum_congr rfl fun σ hσ => by rw [(Finset.mem_filter.mp hσ).2]
```

**Q:** Then put it together for me.

**A:** Mathlib's permanent runs over columns, so $i$ now labels kets and $\sigma(i)$ the bra paired with ket $i$:
$$\mathrm{perm}=\sum_\sigma\prod_i\bigl(u_{\sigma(i)}v_i+w_{\sigma(i)}z_i\bigr)=\sum_\sigma\sum_S A_{u,w}(\sigma(S))\,A_{v,z}(S).$$
The second equality expands the product and uses that $i\in S$ exactly when $\sigma(i)\in\sigma(S)$. Exchange the sums, apply the previous result for each $S$, and group the subsets by size:
$$\mathrm{perm}=\sum_{k=0}^n k!(n-k)!\,p_k\sum_{|S|=k}A_{v,z}(S)=\sum_{k=0}^n k!(n-k)!\,p_kq_k .$$
In Lean, `h1` is the expansion, `Finset.sum_comm` the exchange, and `Finset.sum_fiberwise_of_maps_to` the grouping.

```lean
/-- The permanent of a two-mode overlap matrix is a single sum over the occupation `k` of the
first mode, with weight `k! (n - k)!`. -/
theorem permanent_overlapMatrix (u w v z : ι → R) :
    (overlapMatrix u w v z).permanent
      = ∑ k ∈ Finset.range (Fintype.card ι + 1),
        ((k ! * (Fintype.card ι - k)! : ℕ) : R)
          * (modePoly u w).coeff k * (modePoly v z).coeff k := by
  -- expand each permutation's product over the mode assignments of the kets
  have h1 : ∀ σ : Equiv.Perm ι, ∏ i, overlapMatrix u w v z (σ i) i
      = ∑ S : Finset ι, amplitude u w (S.image σ) * amplitude v z S := by
    intro σ
    simp only [overlapMatrix, Matrix.of_apply]
    rw [prod_add_eq_sum_amplitude (fun i => u (σ i) * v i) (fun i => w (σ i) * z i)]
    refine Finset.sum_congr rfl fun S _ => ?_
    unfold amplitude
    rw [← Equiv.prod_comp σ (fun i => if i ∈ S.image σ then u i else w i),
      ← Finset.prod_mul_distrib]
    refine Finset.prod_congr rfl fun i _ => ?_
    simp only [σ.injective.mem_finset_image]
    split_ifs <;> rfl
  unfold Matrix.permanent
  rw [Finset.sum_congr rfl fun σ _ => h1 σ, Finset.sum_comm]
  simp only [← Finset.sum_mul, sum_perm_amplitude]
  -- group the assignments by the occupation of the first mode
  rw [← Finset.sum_fiberwise_of_maps_to (t := Finset.range (Fintype.card ι + 1))
    (g := fun S : Finset ι => S.card)
    (fun S _ => Finset.mem_range.mpr (Nat.lt_succ_of_le S.card_le_univ))]
  refine Finset.sum_congr rfl fun k _ => ?_
  rw [modePoly_coeff v z k, Finset.mul_sum]
  exact Finset.sum_congr rfl fun S hS => by rw [(Finset.mem_filter.mp hS).2]
```

**Q:** My states are complex, and I need them normalised.

**A:** Take kets $(a_i,b_i)$ and use their conjugates as bras. The matrix becomes the Gram matrix $\bar a_ia_j+\bar b_ib_j$. Conjugating the amplitudes conjugates each coefficient, so with $p_k$ now the coefficients of $\prod_i(a_it+b_i)$,
$$\mathrm{perm}=\sum_{k=0}^n k!(n-k)!\,|p_k|^2 .$$
This is the squared norm of your unnormalised state. A normalised overlap is the permanent of the bra–ket matrix divided by the square root of the product of the two Gram permanents.

```lean
/-- For complex two-mode states `(a i, b i)`, the permanent of their Gram matrix is a weighted
sum of the squared moduli of the coefficients of the generating polynomial. -/
theorem permanent_gram (a b : ι → ℂ) :
    (overlapMatrix (fun i => conj (a i)) (fun i => conj (b i)) a b).permanent
      = ((∑ k ∈ Finset.range (Fintype.card ι + 1),
        ((k ! * (Fintype.card ι - k)! : ℕ) : ℝ) * ‖(modePoly a b).coeff k‖ ^ 2 : ℝ) : ℂ) := by
  have hconj : ∀ k, (modePoly (fun i => conj (a i)) (fun i => conj (b i))).coeff k
      = conj ((modePoly a b).coeff k) := by
    intro k
    rw [modePoly_coeff, modePoly_coeff, map_sum]
    refine Finset.sum_congr rfl fun S _ => ?_
    unfold amplitude
    rw [map_prod]
    exact Finset.prod_congr rfl fun i _ => by split_ifs <;> rfl
  rw [permanent_overlapMatrix, Complex.ofReal_sum]
  refine Finset.sum_congr rfl fun k _ => ?_
  rw [hconj, mul_assoc, Complex.conj_mul']
  push_cast
  rfl
```

**Q:** Could that norm vanish through interference?

**A:** No. The terms are nonnegative and the weights positive, so a zero sum forces every $p_k$ to vanish. Then $\prod_i(a_it+b_i)$ is the zero polynomial. Over $\mathbb C$ a product of polynomials is zero only if some factor is, and that factor has $a_i=b_i=0$. Conversely, a zero factor makes every coefficient zero. With no particles the state is the vacuum: the permanent is 1, and there is no factor to be zero.

```lean
/-- The permanent of the Gram matrix of complex two-mode states vanishes exactly when one of
the states is the zero vector. -/
theorem permanent_gram_eq_zero_iff (a b : ι → ℂ) :
    (overlapMatrix (fun i => conj (a i)) (fun i => conj (b i)) a b).permanent = 0
      ↔ ∃ i, a i = 0 ∧ b i = 0 := by
  rw [permanent_gram, Complex.ofReal_eq_zero]
  constructor
  · intro h
    rw [Finset.sum_eq_zero_iff_of_nonneg (fun k _ => by positivity)] at h
    -- all coefficients vanish, hence so does one linear factor
    have hp : modePoly a b = 0 := by
      ext k
      rw [Polynomial.coeff_zero]
      by_cases hk : k ∈ Finset.range (Fintype.card ι + 1)
      · simpa [Nat.factorial_ne_zero] using h k hk
      · rw [modePoly_coeff]
        refine Finset.sum_eq_zero fun S hS => ?_
        have h1 := (Finset.mem_filter.mp hS).2
        have h2 := S.card_le_univ
        rw [Finset.mem_range] at hk
        omega
    obtain ⟨i, -, hi⟩ := Finset.prod_eq_zero_iff.mp hp
    refine ⟨i, ?_, ?_⟩
    · simpa [Polynomial.coeff_C] using congrArg (fun p => Polynomial.coeff p 1) hi
    · simpa using congrArg (fun p => Polynomial.coeff p 0) hi
  · rintro ⟨i, ha, hb⟩
    have hp : modePoly a b = 0 :=
      Finset.prod_eq_zero (Finset.mem_univ i) (by simp [ha, hb])
    simp [hp]

end

end RankTwoPermanent
```

```lean
#print axioms RankTwoPermanent.modePoly_coeff_succ
#print axioms RankTwoPermanent.permanent_overlapMatrix
#print axioms RankTwoPermanent.permanent_gram_eq_zero_iff
```

```
'RankTwoPermanent.modePoly_coeff_succ' depends on axioms: [propext, Classical.choice, Quot.sound]
'RankTwoPermanent.permanent_overlapMatrix' depends on axioms: [propext, Classical.choice, Quot.sound]
'RankTwoPermanent.permanent_gram_eq_zero_iff' depends on axioms: [propext, Classical.choice, Quot.sound]
```

**Q:** So what can I use it for, and what if I have three modes?

**A:** For particles with just two one-particle levels, it gives normalised overlaps of symmetrised product states in polynomial time; for $n$ spins one-half, these are states of maximal total spin $n/2$. With three modes, the same counting by hand, which I have not formalised, gives for entries $u_iv_j+w_iz_j+x_iy_j$
$$\mathrm{perm}=\sum_{k+l+m=n}k!\,l!\,m!\;p_{klm}\,q_{klm},$$
where $p_{klm}$ and $q_{klm}$ are the coefficients of $r^ks^lt^m$ in $\prod_i(u_ir+w_is+x_it)$ and $\prod_i(v_ir+z_is+y_it)$.
